# In a Two-Level Model at Coupling K = 3, the RPA Energy and the RPA Response Give Polarizabilities 3/4 and 1/4

A system with one occupied and one empty level sits in a static electric field F. Its polarizability can be read from the curvature of its energy in the field, or from the linear response of its dipole. If both the energy and the response are computed in the random-phase approximation (RPA), do the two numbers agree?

Take the Hamiltonian, in units where the zero-field levels are ±1,

h(F) = [[F, −1], [−1, −F]].

Its gap is D(F) = 2√(1+F²). Let K ≥ 0 be a coupling that does not depend on F; it stands for the Coulomb interaction of the transition density with itself. The RPA excitation frequency is Ω = √(D² + 2DK), and the energy is the lower level plus the RPA correlation energy, with no Hartree or exchange energy:

E(F) = −D/2 + (Ω − D − K)/2.

With s = √(1+K), the two polarizabilities at zero field are

−E″(0) = 2 − (2+K)/(2s),  α_resp = 1/s².

For K ≥ 0 they agree only at K = 0 and at K = (11 + 3√17)/2 ≈ 11.68.

## Finite-field checks of an RPA response routine

A code that tests its RPA response function against finite differences of RPA energies relies on the two definitions being equal. In this two-level model with fixed coupling they generally are not, so a mismatch between them need not signal a programming error.

The model also supplies a small test case. At K = 3 the energy at zero field is −3/2, and the difference quotient −(E(δ) + E(−δ) − 2E(0))/δ² must tend to 3/4 as the field step δ goes to zero, while the response routine must return 1/4.

## From the gap to the two polarizabilities

**Levels and transition moment.** The secular determinant is

det(h(F) − E·1) = E² − F² − 1 = (E + D/2)(E − D/2),

where E here denotes a trial level, so the levels are ±D/2. At F = 0 the normalised states are (1, 1)/√2 for the level −1 and (1, −1)/√2 for the level 1. The field couples through the operator diag(1, −1), which carries the first state into the second. The transition moment is therefore 1.

**Response.** Let X and Y be the excitation and de-excitation amplitudes, with the sign chosen so that the polarizability is positive. The static RPA equations are

(D+K)X + KY = 1,
KX + (D+K)Y = 1.

Adding them gives (D+2K)(X+Y) = 2, hence

α_resp = X + Y = 2/(D+2K) = 2D/(D² + 2DK).

At zero field D = 2, so α_resp = 1/(1+K) = 1/s².

**Energy.** The chain rule needs two derivatives:

dD/dF = 4F/D,
dΩ/dD = (D+K)/Ω.

Since E = −D + (Ω − K)/2,

E′(F) = F·g(F),  g(F) = (−1 + (D+K)/(2Ω))·4/D.

The function g is differentiable at 0, so the product rule gives E″(0) = g(0) + 0·g′(0) = g(0). With D(0) = 2 and Ω(0) = 2s,

−E″(0) = 2 − (2+K)/(2s).

**Difference.** Substituting K = s² − 1,

−E″(0) − α_resp = (4s² − s − s³ − 2)/(2s²) = (s−1)(2 + 3s − s²)/(2s²).

The first factor vanishes at s = 1, which is K = 0. The second has one positive root, s = (3+√17)/2, which gives K = s² − 1 = (11+3√17)/2. At K = 3, s = 2 and the polarizabilities are 2 − 5/4 = 3/4 and 1/4.

## The model and its proofs in Lean

```lean
import Mathlib

open Matrix

namespace RPAPolarizability

noncomputable section

/-- The two-level Hamiltonian in a field `F`. -/
def hamiltonian (F : ℝ) : Matrix (Fin 2) (Fin 2) ℝ := !![F, -1; -1, -F]

/-- The operator that couples to the field. -/
def dipole : Matrix (Fin 2) (Fin 2) ℝ := !![1, 0; 0, -1]

/-- The excitation gap in a field `F`. -/
def gap (F : ℝ) : ℝ := 2 * √(1 + F ^ 2)

/-- The RPA excitation frequency for gap `D` and coupling `K`. -/
def rpaFreq (D K : ℝ) : ℝ := √(D ^ 2 + 2 * D * K)

/-- The lower level plus the RPA correlation energy, as a function of the field. -/
def rpaEnergy (K F : ℝ) : ℝ :=
  -gap F / 2 + (rpaFreq (gap F) K - gap F - K) / 2

/-- The polarizability as minus the second field derivative of the RPA energy at zero field. -/
def energyPolarizability (K : ℝ) : ℝ := -deriv (deriv (rpaEnergy K)) 0

/-- The static RPA response polarizability for unit transition moment. -/
def responsePolarizability (D K : ℝ) : ℝ := 2 * D / (D ^ 2 + 2 * D * K)

/-- The energy levels in the field are plus and minus half the gap. -/
theorem levels (F E : ℝ) :
    (hamiltonian F - E • (1 : Matrix (Fin 2) (Fin 2) ℝ)).det = 0 ↔
      E = -gap F / 2 ∨ E = gap F / 2 := by
  have h : (hamiltonian F - E • (1 : Matrix (Fin 2) (Fin 2) ℝ)).det
      = (E + gap F / 2) * (E - gap F / 2) := by
    have hs := Real.sq_sqrt (show (0 : ℝ) ≤ 1 + F ^ 2 by positivity)
    rw [Matrix.det_fin_two]
    simp [hamiltonian, gap]
    linear_combination hs
  rw [h, mul_eq_zero]
  constructor
  · rintro (h | h)
    · left; linarith
    · right; linarith
  · rintro (h | h)
    · left; linarith
    · right; linarith

/-- At zero field the vectors `(c, c)` and `(c, -c)` belong to the levels `-1` and `1`,
and the field operator carries the first into the second. -/
theorem transition (c : ℝ) :
    hamiltonian 0 *ᵥ ![c, c] = (-1 : ℝ) • ![c, c] ∧
    hamiltonian 0 *ᵥ ![c, -c] = (1 : ℝ) • ![c, -c] ∧
    dipole *ᵥ ![c, c] = ![c, -c] := by
  refine ⟨?_, ?_, ?_⟩ <;> ext i <;> fin_cases i <;>
    simp [hamiltonian, dipole, Matrix.mulVec, dotProduct, Fin.sum_univ_succ]

/-- The amplitudes `X` and `Y` that solve the static RPA equations with unit transition
moment add up to the response polarizability. -/
theorem response_of_rpa_equations {D K X Y : ℝ} (hD : 0 < D) (hK : 0 ≤ K)
    (hX : (D + K) * X + K * Y = 1) (hY : K * X + (D + K) * Y = 1) :
    X + Y = responsePolarizability D K := by
  have hden : D ^ 2 + 2 * D * K ≠ 0 := by positivity
  unfold responsePolarizability
  rw [eq_div_iff hden]
  linear_combination D * hX + D * hY

theorem gap_pos (F : ℝ) : 0 < gap F := by
  unfold gap
  positivity

theorem gap_zero : gap 0 = 2 := by
  simp [gap]

theorem hasDerivAt_gap (F : ℝ) : HasDerivAt gap (4 * F / gap F) F := by
  have h : HasDerivAt (fun x : ℝ => 1 + x ^ 2) (2 * F) F :=
    ((hasDerivAt_pow 2 F).const_add (1 : ℝ)).congr_deriv (by norm_num)
  have hne : (1 : ℝ) + F ^ 2 ≠ 0 := by positivity
  exact ((h.sqrt hne).const_mul (2 : ℝ)).congr_deriv (by simp only [gap]; ring)

theorem hasDerivAt_rpaFreq {D K : ℝ} (hD : 0 < D) (hK : 0 ≤ K) :
    HasDerivAt (fun x => rpaFreq x K) ((D + K) / rpaFreq D K) D := by
  have h : HasDerivAt (fun x : ℝ => x ^ 2 + 2 * x * K) (2 * D + 2 * K) D :=
    ((hasDerivAt_pow 2 D).add
      (((hasDerivAt_id' D).const_mul (2 : ℝ)).mul_const K)).congr_deriv (by norm_num)
  have hne : D ^ 2 + 2 * D * K ≠ 0 := by positivity
  exact (h.sqrt hne).congr_deriv (by simp only [rpaFreq]; ring)

/-- The first field derivative of the RPA energy at any field. -/
theorem hasDerivAt_rpaEnergy {K : ℝ} (hK : 0 ≤ K) (F : ℝ) :
    HasDerivAt (rpaEnergy K)
      ((-1 + (gap F + K) / (2 * rpaFreq (gap F) K)) * (4 * F / gap F)) F := by
  have hd := hasDerivAt_gap F
  have hw : HasDerivAt (fun x => rpaFreq (gap x) K)
      ((gap F + K) / rpaFreq (gap F) K * (4 * F / gap F)) F :=
    (hasDerivAt_rpaFreq (gap_pos F) hK).comp F hd
  exact ((hd.neg.div_const 2).add
    (((hw.sub hd).sub_const K).div_const 2)).congr_deriv (by ring)

/-- The second field derivative of the RPA energy at zero field, for any coupling `K ≥ 0`. -/
theorem hasDerivAt_deriv_rpaEnergy {K : ℝ} (hK : 0 ≤ K) :
    HasDerivAt (deriv (rpaEnergy K)) (-(2 - (2 + K) / (2 * √(1 + K)))) 0 := by
  -- the first derivative is the field times a differentiable factor
  have hfun : deriv (rpaEnergy K) = fun F =>
      F * ((-1 + (gap F + K) / (2 * rpaFreq (gap F) K)) * (4 / gap F)) := by
    funext F
    rw [(hasDerivAt_rpaEnergy hK F).deriv]
    ring
  have hd : DifferentiableAt ℝ gap 0 := (hasDerivAt_gap 0).differentiableAt
  have hw : DifferentiableAt ℝ (fun x => rpaFreq (gap x) K) 0 :=
    ((hasDerivAt_rpaFreq (gap_pos 0) hK).comp 0 (hasDerivAt_gap 0)).differentiableAt
  have hw0 : 2 * rpaFreq (gap 0) K ≠ 0 := by
    have := gap_pos 0
    unfold rpaFreq
    positivity
  have hg : DifferentiableAt ℝ (fun F =>
      (-1 + (gap F + K) / (2 * rpaFreq (gap F) K)) * (4 / gap F)) 0 :=
    ((differentiableAt_const (-1 : ℝ)).add
      ((hd.add (differentiableAt_const K)).div
        ((differentiableAt_const (2 : ℝ)).mul hw) hw0)).mul
      ((differentiableAt_const (4 : ℝ)).div hd (gap_pos 0).ne')
  have hfreq : rpaFreq 2 K = 2 * √(1 + K) := by
    unfold rpaFreq
    rw [show (2 : ℝ) ^ 2 + 2 * 2 * K = 2 ^ 2 * (1 + K) by ring,
      Real.sqrt_mul (by positivity), Real.sqrt_sq (by norm_num)]
  rw [hfun]
  exact ((hasDerivAt_id' (0 : ℝ)).mul hg.hasDerivAt).congr_deriv (by
    simp only [one_mul, zero_mul, add_zero, gap_zero, hfreq]
    ring)

/-- The difference between the energy and response polarizabilities in factored form. -/
theorem polarizability_difference {K : ℝ} (hK : 0 ≤ K) :
    energyPolarizability K - responsePolarizability (gap 0) K =
      (√(1 + K) - 1) * (2 + 3 * √(1 + K) - √(1 + K) ^ 2) / (2 * √(1 + K) ^ 2) := by
  have hs : 0 < √(1 + K) := by positivity
  have hsq : √(1 + K) ^ 2 = 1 + K := Real.sq_sqrt (by positivity)
  rw [energyPolarizability, (hasDerivAt_deriv_rpaEnergy hK).deriv, gap_zero,
    responsePolarizability]
  generalize √(1 + K) = s at hs hsq ⊢
  have hKs : K = s ^ 2 - 1 := by linarith
  rw [show (2 : ℝ) ^ 2 + 2 * 2 * K = 4 * s ^ 2 by rw [hKs]; ring, hKs]
  field_simp
  ring

/-- The energy and response polarizabilities agree at exactly two couplings `K ≥ 0`:
zero and `(11 + 3√17)/2`. -/
theorem polarizabilities_agree_iff {K : ℝ} (hK : 0 ≤ K) :
    energyPolarizability K = responsePolarizability (gap 0) K ↔
      K = 0 ∨ K = (11 + 3 * √17) / 2 := by
  have hs : 0 < √(1 + K) := by positivity
  have hsq : √(1 + K) ^ 2 = 1 + K := Real.sq_sqrt (by positivity)
  have hden : 2 * √(1 + K) ^ 2 ≠ 0 := by positivity
  rw [← sub_eq_zero, polarizability_difference hK, div_eq_zero_iff,
    or_iff_left hden, mul_eq_zero]
  constructor
  · rintro (h | h)
    · left; nlinarith
    · right
      generalize √(1 + K) = s at hs hsq h
      -- the positive root of s² = 3s + 2
      have h3 : 0 ≤ 2 * s - 3 := by nlinarith
      have h17 : √17 = 2 * s - 3 := by
        rw [show (17 : ℝ) = (2 * s - 3) ^ 2 by linear_combination 4 * h]
        exact Real.sqrt_sq h3
      linarith
  · rintro (h | h)
    · left; simp [h]
    · right
      have h17 : √(17 : ℝ) ^ 2 = 17 := Real.sq_sqrt (by norm_num)
      have hroot : √(1 + K) = (3 + √17) / 2 := by
        rw [show 1 + K = ((3 + √17) / 2) ^ 2 by rw [h]; linear_combination -h17 / 4]
        exact Real.sqrt_sq (by positivity)
      rw [hroot]
      linear_combination -h17 / 4

/-- At coupling `K = 3` the energy polarizability is `3/4` and the response
polarizability is `1/4`. -/
theorem polarizabilities_at_three :
    energyPolarizability 3 = 3 / 4 ∧ responsePolarizability (gap 0) 3 = 1 / 4 := by
  constructor
  · rw [energyPolarizability, (hasDerivAt_deriv_rpaEnergy (by norm_num)).deriv,
      show (1 : ℝ) + 3 = 2 ^ 2 by norm_num, Real.sqrt_sq (by norm_num)]
    norm_num
  · rw [gap_zero, responsePolarizability]
    norm_num

end

end RPAPolarizability
```

```lean
#print axioms RPAPolarizability.transition
-- 'RPAPolarizability.transition' depends on axioms: [propext, Classical.choice, Quot.sound]
#print axioms RPAPolarizability.response_of_rpa_equations
-- 'RPAPolarizability.response_of_rpa_equations' depends on axioms: [propext, Classical.choice, Quot.sound]
#print axioms RPAPolarizability.polarizabilities_agree_iff
-- 'RPAPolarizability.polarizabilities_agree_iff' depends on axioms: [propext, Classical.choice, Quot.sound]
#print axioms RPAPolarizability.polarizabilities_at_three
-- 'RPAPolarizability.polarizabilities_at_three' depends on axioms: [propext, Classical.choice, Quot.sound]
```

## What the theorems say, and for which model

**Objects.** `hamiltonian F` is a real 2×2 matrix, and `dipole` is the operator that multiplies F in it. `gap`, `rpaFreq` and `rpaEnergy` are D, Ω and E. `energyPolarizability K` is minus the second derivative at zero field, and `responsePolarizability D K` is the response formula for unit transition moment.

**Statements.** `levels` and `transition` tie the gap and the unit moment to the matrix; the normalised states are the case c = 1/√2. `response_of_rpa_equations` says that, for D > 0 and K ≥ 0, any X and Y solving the static equations add up to the response formula. `polarizability_difference` and `polarizabilities_agree_iff` cover every K ≥ 0, and `polarizabilities_at_three` gives the two values at K = 3.

**Proof.** `hasDerivAt_gap` and `hasDerivAt_rpaFreq` differentiate the square roots, whose arguments are shown to be nonzero. `hasDerivAt_rpaEnergy` combines them by the chain rule at every field. In `hasDerivAt_deriv_rpaEnergy`, `hfun` writes E′ as F·g(F), `hg` proves that g is differentiable at 0, and the product rule leaves g(0). Lean's `deriv` returns 0 where no derivative exists, so these existence results are what make `energyPolarizability` a true curvature.

For the difference, `generalize` replaces √(1+K) by s, after which `field_simp` and `ring` verify the factored form. The agreement theorem sets each factor to zero. For the second, it shows that 2s − 3 is nonnegative and has square 17, which selects the positive root.

**Idealisations.** The expressions for Ω and for the correlation energy enter as definitions; they are not derived from a many-electron Hamiltonian. The reference energy is the lower level alone, without a Hartree or exchange term, and the levels are not adjusted self-consistently to the field. At every K the lower level alone contributes 1 to −E″(0), whereas the response includes screening by the induced density, so the mismatch does not come from the correlation energy alone. K is held fixed, although the eigenstates of h(F) change with F, and a coupling computed from their transition density would in general change too. The values 3/4 and 1/4 therefore measure the mismatch in this model and do not estimate its size in a real system.
